# For w > 4J > 0, the lowest Casida excitation energy of an open nearest-neighbour chain approaches its limit as 1/N²

The lowest excitation energy of an N-site chain is defined here as the least positive Ω whose square is an eigenvalue of the Casida matrix, so its closed formula is a theorem and not part of the definition. The matrix has w² on the diagonal and −2wJ between neighbours.

```lean
import Mathlib

open Matrix Filter Topology
open scoped Real

namespace CasidaOligomer

noncomputable section

/-- Nearest-neighbour matrix of an open chain of `N` chromophores: one between
neighbours, zero otherwise. -/
def chain (N : ℕ) : Matrix (Fin N) (Fin N) ℝ :=
  Matrix.of fun i j => if (i : ℕ) + 1 = j ∨ (j : ℕ) + 1 = i then 1 else 0

/-- Casida matrix of the chain: `w ^ 2` on the diagonal and `-2 w J` between neighbours. -/
def casida (w J : ℝ) (N : ℕ) : Matrix (Fin N) (Fin N) ℝ :=
  (w ^ 2) • (1 : Matrix (Fin N) (Fin N) ℝ) - (2 * w * J) • chain N

/-- Excitation energies: the positive `Ω` whose square is an eigenvalue of the Casida matrix. -/
def excitationEnergies (w J : ℝ) (N : ℕ) : Set ℝ :=
  {Ω | 0 < Ω ∧ ∃ v : Fin N → ℝ, v ≠ 0 ∧ casida w J N *ᵥ v = (Ω ^ 2) • v}

/-- Standing wave number `k` on the chain, with nodes one site beyond either end. -/
def mode (N k : ℕ) : Fin N → ℝ :=
  fun j => Real.sin (((j : ℕ) + 1 : ℕ) * (k * π / ((N : ℝ) + 1)))

/-- The energy `√(w² - 4wJ cos(π/(N+1)))`, for parameters that make the radicand nonnegative. -/
def chainEnergy (w J : ℝ) (N : ℕ) : ℝ :=
  Real.sqrt (w ^ 2 - 4 * w * J * Real.cos (π / ((N : ℝ) + 1)))

/-- On an amplitude that vanishes one site beyond either end, the neighbour matrix
adds the amplitudes to the left and to the right. -/
theorem chain_mulVec (N : ℕ) (g : ℕ → ℝ) (h0 : g 0 = 0) (hN : g (N + 1) = 0) (i : Fin N) :
    (chain N *ᵥ fun j : Fin N => g ((j : ℕ) + 1)) i = g i + g ((i : ℕ) + 2) := by
  have hsplit : (chain N *ᵥ fun j : Fin N => g ((j : ℕ) + 1)) i =
      ∑ j ∈ Finset.range N, ((if (i : ℕ) + 1 = j then g (j + 1) else 0) +
        (if j + 1 = (i : ℕ) then g (j + 1) else 0)) := by
    rw [← Fin.sum_univ_eq_sum_range (fun j => (if (i : ℕ) + 1 = j then g (j + 1) else 0) +
        (if j + 1 = (i : ℕ) then g (j + 1) else 0)) N]
    simp only [Matrix.mulVec, dotProduct, chain, Matrix.of_apply]
    refine Finset.sum_congr rfl fun j _ => ?_
    by_cases h1 : (i : ℕ) + 1 = j
    · have h2 : ¬ (j : ℕ) + 1 = i := by omega
      rw [if_pos (Or.inl h1), if_pos h1, if_neg h2, one_mul, add_zero]
    · by_cases h2 : (j : ℕ) + 1 = i
      · rw [if_pos (Or.inr h2), if_neg h1, if_pos h2, one_mul, zero_add]
      · rw [if_neg (not_or.mpr ⟨h1, h2⟩), if_neg h1, if_neg h2, zero_mul, add_zero]
  have hright : ∑ j ∈ Finset.range N, (if (i : ℕ) + 1 = j then g (j + 1) else 0)
      = g ((i : ℕ) + 2) := by
    rw [Finset.sum_ite_eq]
    split_ifs with h
    · rfl
    · have hlt := i.isLt
      rw [Finset.mem_range] at h
      have he : (i : ℕ) + 2 = N + 1 := by omega
      rw [he, hN]
  have hleft : ∀ n : ℕ, n < N →
      ∑ j ∈ Finset.range N, (if j + 1 = n then g (j + 1) else 0) = g n := by
    intro n hn
    cases n with
    | zero => simp [h0]
    | succ k =>
      rw [Finset.sum_eq_single_of_mem k (Finset.mem_range.2 (by omega))
        (fun j _ hj => if_neg (by omega))]
      simp
  rw [hsplit, Finset.sum_add_distrib, hright, hleft i i.isLt, add_comm]

/-- Each standing wave is reproduced by the neighbour matrix with factor `2 cos(kπ/(N+1))`. -/
theorem chain_mode (N k : ℕ) :
    chain N *ᵥ mode N k = (2 * Real.cos (k * π / ((N : ℝ) + 1))) • mode N k := by
  have hne : (N : ℝ) + 1 ≠ 0 := by positivity
  have hN : Real.sin (((N + 1 : ℕ) : ℝ) * (k * π / ((N : ℝ) + 1))) = 0 := by
    have he : ((N + 1 : ℕ) : ℝ) * (k * π / ((N : ℝ) + 1)) = k * π := by
      push_cast
      exact mul_div_cancel₀ _ hne
    rw [he, Real.sin_nat_mul_pi]
  ext i
  refine (chain_mulVec N (fun n => Real.sin ((n : ℝ) * (k * π / ((N : ℝ) + 1))))
    (by simp) hN i).trans ?_
  simp only [mode, Pi.smul_apply, smul_eq_mul]
  push_cast
  generalize (k : ℝ) * π / ((N : ℝ) + 1) = θ
  have e1 : ((i : ℕ) : ℝ) * θ = (((i : ℕ) : ℝ) + 1) * θ - θ := by ring
  have e2 : (((i : ℕ) : ℝ) + 2) * θ = (((i : ℕ) : ℝ) + 1) * θ + θ := by ring
  rw [e1, e2, Real.sin_sub, Real.sin_add]
  ring

/-- The Casida matrix acts as `w ^ 2` on each site minus `2 w J` times the neighbour matrix. -/
theorem casida_mulVec (w J : ℝ) (N : ℕ) (v : Fin N → ℝ) :
    casida w J N *ᵥ v = (w ^ 2) • v - (2 * w * J) • (chain N *ᵥ v) := by
  simp only [casida, Matrix.sub_mulVec, Matrix.smul_mulVec, Matrix.one_mulVec]

/-- The Casida matrix multiplies the standing wave `mode N k` by the factor
`w² - 4wJ cos(kπ/(N+1))`. -/
theorem casida_mode (w J : ℝ) (N k : ℕ) :
    casida w J N *ᵥ mode N k =
      (w ^ 2 - 4 * w * J * Real.cos (k * π / ((N : ℝ) + 1))) • mode N k := by
  rw [casida_mulVec, chain_mode]
  module

/-- The first standing wave is positive on every chromophore. -/
theorem mode_one_pos (N : ℕ) (j : Fin N) : 0 < mode N 1 j := by
  have hp : (0 : ℝ) < (N : ℝ) + 1 := by positivity
  have hj : ((j : ℕ) : ℝ) + 1 < (N : ℝ) + 1 := by
    have h : ((j : ℕ) : ℝ) < (N : ℝ) := by exact_mod_cast j.isLt
    linarith
  have he : (((j : ℕ) + 1 : ℕ) : ℝ) * (((1 : ℕ) : ℝ) * π / ((N : ℝ) + 1)) =
      (((j : ℕ) : ℝ) + 1) / ((N : ℝ) + 1) * π := by
    push_cast
    ring
  have hf := (div_lt_one hp).2 hj
  unfold mode
  rw [he]
  apply Real.sin_pos_of_pos_of_lt_pi
  · positivity
  · nlinarith [Real.pi_pos]

/-- No eigenvalue of the neighbour matrix exceeds `2 cos(π/(N+1))`. -/
theorem chain_eigenvalue_le {N : ℕ} {v : Fin N → ℝ} {ν : ℝ} (hv : v ≠ 0)
    (h : chain N *ᵥ v = ν • v) : ν ≤ 2 * Real.cos (π / ((N : ℝ) + 1)) := by
  obtain ⟨a, ha⟩ := Function.ne_iff.mp hv
  have : Nonempty (Fin N) := ⟨a⟩
  have hs := mode_one_pos N
  -- the site where `v` is largest relative to the positive wave
  obtain ⟨i, hi⟩ := Finite.exists_max (fun j => |v j| / mode N 1 j)
  obtain ⟨t, ht⟩ : ∃ t, t = |v i| / mode N 1 i := ⟨_, rfl⟩
  have htpos : 0 < t := by
    rw [ht]
    exact lt_of_lt_of_le (div_pos (abs_pos.2 ha) (hs a)) (hi a)
  have hle : ∀ j, |v j| ≤ t * mode N 1 j := fun j => by
    rw [ht]
    exact (div_le_iff₀ (hs j)).1 (hi j)
  have hvi : |v i| = t * mode N 1 i := by
    rw [ht, div_mul_cancel₀ _ (hs i).ne']
  have hpos : 0 < |v i| := by
    rw [hvi]
    exact mul_pos htpos (hs i)
  have hA : ∀ j, 0 ≤ chain N i j := fun j => by
    simp only [chain, Matrix.of_apply]
    split_ifs <;> norm_num
  have hvrow : ∑ j, chain N i j * v j = ν * v i := congrFun h i
  have hsrow : ∑ j, chain N i j * mode N 1 j =
      2 * Real.cos (π / ((N : ℝ) + 1)) * mode N 1 i := by
    have h1 := congrFun (chain_mode N 1) i
    simp only [Nat.cast_one, one_mul] at h1
    exact h1
  refine le_of_mul_le_mul_right ?_ hpos
  calc ν * |v i| ≤ |ν| * |v i| := mul_le_mul_of_nonneg_right (le_abs_self ν) hpos.le
    _ = |∑ j, chain N i j * v j| := by rw [hvrow, abs_mul]
    _ ≤ ∑ j, |chain N i j * v j| := Finset.abs_sum_le_sum_abs _ _
    _ ≤ ∑ j, t * (chain N i j * mode N 1 j) := by
        refine Finset.sum_le_sum fun j _ => ?_
        rw [abs_mul, abs_of_nonneg (hA j)]
        calc chain N i j * |v j| ≤ chain N i j * (t * mode N 1 j) :=
              mul_le_mul_of_nonneg_left (hle j) (hA j)
          _ = t * (chain N i j * mode N 1 j) := by ring
    _ = 2 * Real.cos (π / ((N : ℝ) + 1)) * |v i| := by
        rw [← Finset.mul_sum, hsrow, hvi]
        ring

/-- For `w > 4J > 0` the lowest excitation energy of a nonempty chain is
`√(w² - 4wJ cos(π/(N+1)))`. -/
theorem chainEnergy_isLeast {w J : ℝ} (hJ : 0 < J) (hw : 4 * J < w) {N : ℕ} (hN : 0 < N) :
    IsLeast (excitationEnergies w J N) (chainEnergy w J N) := by
  have hw0 : 0 < w := by linarith
  have h2 : 0 < 2 * w * J := by positivity
  have hr : 0 < w ^ 2 - 4 * w * J * Real.cos (π / ((N : ℝ) + 1)) := by
    nlinarith [mul_pos hw0 (sub_pos.2 hw),
      mul_nonneg h2.le (sub_nonneg.2 (Real.cos_le_one (π / ((N : ℝ) + 1))))]
  constructor
  · refine ⟨Real.sqrt_pos.2 hr, mode N 1, ?_, ?_⟩
    · intro h
      have hp := mode_one_pos N ⟨0, hN⟩
      rw [h] at hp
      exact lt_irrefl _ hp
    · rw [chainEnergy, Real.sq_sqrt hr.le, casida_mode]
      simp only [Nat.cast_one, one_mul]
  · rintro Ω ⟨hΩ, v, hv, h⟩
    have h' : chain N *ᵥ v = ((w ^ 2 - Ω ^ 2) / (2 * w * J)) • v := by
      ext i
      have hi := congrFun h i
      rw [casida_mulVec] at hi
      simp only [Pi.sub_apply, Pi.smul_apply, smul_eq_mul] at hi ⊢
      rw [div_mul_eq_mul_div, eq_div_iff h2.ne']
      linear_combination -hi
    have b := chain_eigenvalue_le hv h'
    rw [div_le_iff₀ h2] at b
    rw [chainEnergy]
    exact Real.sqrt_le_iff.2 ⟨hΩ.le, by linarith⟩

/-- For `w > 4J > 0` the lowest excitation energies `E N` of the open chains approach
`W = √(w² - 4wJ)` with `N² (E N - W) → π² w J / W`. -/
theorem oligomer_limit {w J : ℝ} (hJ : 0 < J) (hw : 4 * J < w) {E : ℕ → ℝ}
    (hE : ∀ N, 0 < N → IsLeast (excitationEnergies w J N) (E N)) :
    Tendsto (fun N : ℕ => (N : ℝ) ^ 2 * (E N - Real.sqrt (w ^ 2 - 4 * w * J))) atTop
      (𝓝 (π ^ 2 * w * J / Real.sqrt (w ^ 2 - 4 * w * J))) := by
  have hw0 : 0 < w := by linarith
  have hr : 0 < w ^ 2 - 4 * w * J := by nlinarith [mul_pos hw0 (sub_pos.2 hw)]
  have hWsq := Real.sq_sqrt hr.le
  have hW := Real.sqrt_pos.2 hr
  set W := Real.sqrt (w ^ 2 - 4 * w * J) with hWdef
  -- the scaled energy shift as a function of `u = 1/(N+1)`
  let F : ℝ → ℝ := fun u => 8 * w * J * (π / 2 * (1 - u) * Real.sinc (π / 2 * u)) ^ 2 /
    (Real.sqrt (w ^ 2 - 4 * w * J * Real.cos (π * u)) + W)
  have hs : Continuous fun u : ℝ => Real.sinc (π / 2 * u) :=
    Real.continuous_sinc.comp (continuous_const.mul continuous_id)
  have hlin : Continuous fun u : ℝ => π / 2 * (1 - u) := by fun_prop
  have hden : Continuous fun u : ℝ =>
      Real.sqrt (w ^ 2 - 4 * w * J * Real.cos (π * u)) + W := by fun_prop
  have hF : ContinuousAt F 0 :=
    (continuous_const.mul ((hlin.mul hs).pow 2)).continuousAt.div hden.continuousAt
      (by positivity)
  have hF0 : F 0 = π ^ 2 * w * J / W := by
    simp only [F, mul_zero, Real.cos_zero, mul_one, sub_zero, Real.sinc_zero]
    rw [← hWdef]
    field_simp
    ring
  have hlim := hF.tendsto.comp (tendsto_one_div_add_atTop_nhds_zero_nat (𝕜 := ℝ))
  rw [hF0] at hlim
  refine hlim.congr' ?_
  filter_upwards [eventually_gt_atTop 0] with N hN
  rw [(hE N hN).unique (chainEnergy_isLeast hJ hw hN)]
  have hp : (N : ℝ) + 1 ≠ 0 := by positivity
  have hu : π / ((N : ℝ) + 1) = π * (1 / ((N : ℝ) + 1)) := by ring
  have hNu : 1 - 1 / ((N : ℝ) + 1) = N * (1 / ((N : ℝ) + 1)) := by
    rw [eq_comm, eq_sub_iff_add_eq, ← add_one_mul, mul_one_div_cancel hp]
  have hupos : 0 < 1 / ((N : ℝ) + 1) := by positivity
  simp only [Function.comp_apply, F, chainEnergy]
  rw [hu, hNu]
  generalize 1 / ((N : ℝ) + 1) = u at hupos ⊢
  have hx : π / 2 * u ≠ 0 := by positivity
  have hsin : π / 2 * u * Real.sinc (π / 2 * u) = Real.sin (π / 2 * u) := by
    rw [Real.sinc_of_ne_zero hx, mul_div_cancel₀ _ hx]
  -- half-angle formula
  have hcos : Real.cos (π * u) = 1 - 2 * (π / 2 * u * Real.sinc (π / 2 * u)) ^ 2 := by
    have he : π * u = 2 * (π / 2 * u) := by ring
    rw [hsin, he, Real.cos_two_mul]
    linear_combination 2 * Real.sin_sq_add_cos_sq (π / 2 * u)
  have hEr : 0 ≤ w ^ 2 - 4 * w * J * Real.cos (π * u) := by
    nlinarith [mul_nonneg (mul_pos hw0 hJ).le (sub_nonneg.2 (Real.cos_le_one (π * u)))]
  have hEsq := Real.sq_sqrt hEr
  have hsum : Real.sqrt (w ^ 2 - 4 * w * J * Real.cos (π * u)) + W ≠ 0 := by positivity
  rw [eq_comm, eq_div_iff hsum]
  linear_combination (N : ℝ) ^ 2 * (hEsq - hWsq) - 4 * w * J * (N : ℝ) ^ 2 * hcos

/-- For `w > 4J > 0` there is no `1/N` term: with `W = √(w² - 4wJ)`, `N (E N - W) → 0` for the
lowest excitation energies `E N`. -/
theorem no_inverse_length_term {w J : ℝ} (hJ : 0 < J) (hw : 4 * J < w) {E : ℕ → ℝ}
    (hE : ∀ N, 0 < N → IsLeast (excitationEnergies w J N) (E N)) :
    Tendsto (fun N : ℕ => (N : ℝ) * (E N - Real.sqrt (w ^ 2 - 4 * w * J))) atTop (𝓝 0) := by
  have h := (tendsto_one_div_atTop_nhds_zero_nat (𝕜 := ℝ)).mul (oligomer_limit hJ hw hE)
  rw [zero_mul] at h
  refine h.congr' ?_
  filter_upwards [eventually_gt_atTop 0] with N hN
  have hn : (N : ℝ) ≠ 0 := by positivity
  field_simp

/-- For `w > 4J > 0` the combination `(4 E(2N) - E(N))/3` of the lowest excitation energies of two
chains differs from `W = √(w² - 4wJ)` by an error that vanishes faster than `1/N²`. -/
theorem two_length_extrapolation {w J : ℝ} (hJ : 0 < J) (hw : 4 * J < w) {E : ℕ → ℝ}
    (hE : ∀ N, 0 < N → IsLeast (excitationEnergies w J N) (E N)) :
    Tendsto (fun N : ℕ => (N : ℝ) ^ 2 *
      ((4 * E (2 * N) - E N) / 3 - Real.sqrt (w ^ 2 - 4 * w * J))) atTop (𝓝 0) := by
  have h := oligomer_limit hJ hw hE
  have hd : Tendsto (fun N : ℕ => 2 * N) atTop atTop :=
    tendsto_atTop_mono (fun n => by
      show n ≤ 2 * n
      omega) tendsto_id
  have h3 := ((h.comp hd).sub h).div_const 3
  rw [sub_self, zero_div] at h3
  refine h3.congr fun N => ?_
  simp only [Function.comp_apply]
  push_cast
  ring

end

end CasidaOligomer
```

```lean
#print axioms CasidaOligomer.oligomer_limit
#print axioms CasidaOligomer.no_inverse_length_term
#print axioms CasidaOligomer.two_length_extrapolation
```

```
'CasidaOligomer.oligomer_limit' depends on axioms: [propext, Classical.choice, Quot.sound]
'CasidaOligomer.no_inverse_length_term' depends on axioms: [propext, Classical.choice, Quot.sound]
'CasidaOligomer.two_length_extrapolation' depends on axioms: [propext, Classical.choice, Quot.sound]
```

## One transition per chromophore

Take real orbitals and a frequency-independent kernel without exact exchange. For transitions p and q with bare energies ω_p and ω_q and coupling K_pq, the Casida matrix then has the elements

ω_p² δ_pq + 2√(ω_p ω_q) K_pq.

The model keeps one transition of energy w on each chromophore and sets K_pq = −J between neighbours and zero otherwise. This gives `casida w J N`, which is w² times the identity minus 2wJ times the neighbour matrix `chain N`. With J > 0, the in-phase combination of local excitations is the lowest. The sites are numbered j = 0, …, N−1, as in `Fin N`.

The set `excitationEnergies w J N` contains every Ω > 0 for which some nonzero real vector v satisfies C v = Ω² v, where C is the Casida matrix. In `oligomer_limit`, the hypothesis `hE` says that for each N > 0 the number `E N` is the least element of this set. Write W_N for `E N` and W = √(w² − 4wJ). The conclusion, expressed by `Tendsto`, is

N²(W_N − W) → π²wJ/W as N → ∞.

The condition w > 4J makes W positive. Physically, it keeps the reference state stable in the long-chain limit, with no excitation energy falling to zero. At w = 4J the energy formula derived below becomes W_N = √2 w sin(π/(2(N+1))), which falls off as 1/N.

For this chain of identical sites with nearest-neighbour coupling and w > 4J, 1/N² is therefore the leading variable in which to extrapolate oligomer energies to the polymer. The model leaves out the on-site coupling K_pp, disorder, longer-range coupling, several transitions per site and a frequency-dependent kernel, and the limit comes without an error bound at finite N.

## Standing waves give the lowest energy

Let A be the neighbour matrix and θ_k = kπ/(N+1) for k = 1, …, N. (The Lean identities hold for every natural number k, but for k = 0 the wave is identically zero and gives no excitation.) The amplitudes sin((j+1)θ_k) vanish at j = −1 and j = N, one site beyond either end, so the end sites obey the same rule as the interior:

sin(jθ_k) + sin((j+2)θ_k) = 2 cos θ_k sin((j+1)θ_k).

Each such wave therefore satisfies the Casida equation with

Ω² = w² − 4wJ cos θ_k.

In the file, `chain_mulVec` evaluates the neighbour sum including the ends, `chain_mode` applies the sine addition formulas, and `casida_mode` inserts the result into C.

It remains to show that nothing lies below k = 1. The wave s_j = sin((j+1)θ_1) is positive on every site, because its argument lies strictly between 0 and π (`mode_one_pos`). Suppose A v = ν v with v ≠ 0. Let t be the largest value of |v_j|/s_j, reached at site i. Then t > 0, |v_i| = t s_i, and |v_j| ≤ t s_j for all j. Since the entries of A are nonnegative,

ν|v_i| ≤ |Σ_j A_ij v_j| ≤ Σ_j A_ij |v_j| ≤ t Σ_j A_ij s_j = 2 cos θ_1 |v_i|.

Dividing by |v_i| gives ν ≤ 2 cos θ_1. This is `chain_eigenvalue_le`; its `calc` block is the same chain of inequalities, and `Finite.exists_max` supplies the site i.

An excitation energy Ω with eigenvector v gives A the eigenvalue ν = (w² − Ω²)/(2wJ). The bound on ν becomes Ω² ≥ w² − 4wJ cos θ_1, and the k = 1 wave attains equality. The right-hand side is at least w² − 4wJ > 0, so the square root is a positive energy:

W_N = √(w² − 4wJ cos(π/(N+1))).

This is `chainEnergy_isLeast`. For N = 1 the cosine is zero and W_1 = w, the isolated chromophore.

## From the energy formula to the limit

The difference of the squares follows from the half-angle formula:

W_N² − W² = 4wJ(1 − cos(π/(N+1))) = 8wJ sin²(π/(2(N+1))).

Dividing by W_N + W and multiplying by N² gives

N²(W_N − W) = 8wJ [N sin(π/(2(N+1)))]² / (W_N + W).

As N grows, the bracket tends to π/2 and W_N tends to W. The limit is 8wJ(π²/4)/(2W) = π²wJ/W.

The proof of `oligomer_limit` writes the right-hand side as a function `F` of u = 1/(N+1), using Nu = 1 − u and sinc x = sin x / x with sinc 0 = 1. `F` is continuous at zero, `hF0` computes its value there, and the closing `linear_combination` combines the difference of squares with the half-angle formula.

Two consequences follow. Multiplying the limit by 1/N gives N(W_N − W) → 0, so there is no 1/N term (`no_inverse_length_term`). For two chain lengths,

N²[(4W_2N − W_N)/3 − W] = [(2N)²(W_2N − W) − N²(W_N − W)]/3 → 0,

because both terms in the last bracket have the same limit. Here W_2N is the energy of the chain with 2N sites. The combination removes the 1/N² term (`two_length_extrapolation`).

The half-angle step also works by hand for a higher standing wave. With k ≥ 1 fixed and N ≥ k, its energy Ω_k satisfies

N²(Ω_k − W) → k²π²wJ/W.

## Five and ten chromophores

Take w = 5 and J = 0.45 in any energy unit. Then 4wJ = 9, W = √(25 − 9) = 4, and the predicted limit is π² · 2.25/4 ≈ 5.552.

For N = 5, cos(π/6) ≈ 0.86603, so

W_5 ≈ √(25 − 7.79423) ≈ 4.1480.

For N = 10, cos(π/11) ≈ 0.95949, so

W_10 ≈ √(25 − 8.63544) ≈ 4.0453.

The scaled shifts N²(W_N − W) are about 3.70 and 4.53, still well below the limit. Much of the gap is the factor N²/(N+1)²: with (N+1)² in place of N², the values are about 5.33 and 5.48. The two-length combination gives

(4W_10 − W_5)/3 ≈ 4.011,

which reduces the error of the ten-site energy from about 0.045 to 0.011.
